# Suzuki's five-step recursion: a unique real coefficient cancels the leading error, and the middle step runs backward

## Improving a short-time propagator

One way to simulate a molecule on a quantum computer is to replace the propagator of the full Hamiltonian by a product of simpler exponentials. For two parts $X$ and $Y$ of the generator, the symmetric formula $e^{tX/2}e^{tY}e^{tX/2}$ has in general an error of order $t^3$ in one short step. Suzuki's recursion builds a better step from five copies of a given one:

$$S(pt)^2\,S((1-4p)t)\,S(pt)^2 .$$

The five durations add up to $t$ for every real $p$, so $p$ is free to be chosen such that the leading errors cancel. The questions are which values of $p$ do this, and what sign the middle duration then has.

## The coefficient and its range

Let $H$ be the generator, so that the exact evolution is $e^{tH}$. In quantum mechanics $H$ is $-i/\hbar$ times the Hamiltonian, not the Hamiltonian itself. Suppose that for some natural number $k\ge 1$ and some $R\neq 0$

$$S(t)=e^{tH}+t^{2k+1}R+O(t^{2k+2})\qquad (t\to0).$$

Then the error of the five-step composition is $O(t^{2k+2})$ if and only if

$$p=\frac{1}{4-4^{1/(2k+1)}} .$$

This number satisfies $1/3<p<1/2$, hence $1-4p<0$: the middle step runs backward in time. For unitary evolution this only reverses the signs of the rotation angles.

## How the five errors add

Take a general order $n\ge1$, with $S(t)=e^{tH}+t^nR+O(t^{n+1})$. Replacing $t$ by $at$, for any real $a$, gives

$$S(at)=e^{atH}+a^nt^nR+O(t^{n+1}).$$

Now multiply two such approximations, $F(t)=e^{atH}+\alpha t^nR+O(t^{n+1})$ and $G(t)=e^{btH}+\beta t^nR+O(t^{n+1})$. Since $e^{atH}e^{btH}=e^{(a+b)tH}$, adding and subtracting terms gives

$$\begin{aligned}
FG-e^{(a+b)tH}-(\alpha+\beta)t^nR
={}&(F-e^{atH}-\alpha t^nR)\,G\\
&+e^{atH}(G-e^{btH}-\beta t^nR)\\
&+\alpha t^nR\,(G-1)\\
&+\beta t^n(e^{atH}-1)R .
\end{aligned}$$

Near $t=0$ both $G$ and $e^{atH}$ are bounded, so the first two terms are $O(t^{n+1})$. Both $G-1$ and $e^{atH}-1$ are $O(t)$, so the last two are $O(t^{n+1})$ as well. The leading coefficients therefore add, even if $R$ and $H$ do not commute.

Applied to the five factors, this gives

$$S(pt)^2S((1-4p)t)S(pt)^2=e^{tH}+c\,t^nR+O(t^{n+1}),\qquad c=4p^n+(1-4p)^n .$$

Set $n=2k+1$. If $c=0$, the error is $O(t^{2k+2})$. Conversely, if the error is $O(t^{2k+2})$, then so is $c\,t^{2k+1}R$. Dividing by $t^{2k+1}$ and letting $t\to0$ gives $cR=0$, and $R\ne0$ forces $c=0$.

## Solving the cancellation equation

Put $r=4^{1/(2k+1)}$, so that $r^{2k+1}=4$. Because $2k+1$ is odd, $(1-4p)^{2k+1}=-(4p-1)^{2k+1}$, and $c=0$ becomes

$$(rp)^{2k+1}=(4p-1)^{2k+1}.$$

Odd powers are strictly increasing on the real line, so this is equivalent to $rp=4p-1$, that is, $p(4-r)=1$. From $1<4<8\le2^{2k+1}$ follows $1<r<2$. Hence $2<4-r<3$, which gives $1/3<p<1/2$ and $1-4p<0$.

For $k=1$ the numbers are $r=4^{1/3}\approx1.5874$, $p\approx1/2.4126\approx0.4145$ and $1-4p\approx-0.6580$. The two contributions to $c$ are $4p^3\approx0.2848$ and $(1-4p)^3\approx-0.2848$, which cancel. The step goes forward by about $0.829\,t$, back by $0.658\,t$, and forward again by $0.829\,t$.

The condition $k\ge1$ excludes $k=0$, where the equation reads $4p+(1-4p)=0$, or $1=0$. A propagator with leading error $tR$ thus keeps exactly that leading error under the composition, whatever $p$ is.

## Reading the Lean statements

`suzukiRoot k` is $r$ and `suzukiP k` is $p$. The index $k$ belongs to the step one starts from, whose error is of order $t^{2k+1}$; texts that index by the improved step write $2k-1$ in the exponent instead.

The operators live in `A`, a real normed algebra that is complete where products of propagators are treated. Complex matrices are an example, so a molecular Hamiltonian in a finite basis fits, while unbounded operators do not. `evolution H t` is $e^{tH}$, and `suzukiStep S p t` is the five-fold product.

`HasLeadingError H R n a c F` says that $F(t)-e^{atH}-c\,t^nR=O(t^{n+1})$ as $t\to0$. Thus `a` is the fraction of the time step covered and `c` the coefficient of the error. The limit is taken from both sides, as a backward step requires. The original propagator has `a` and `c` equal to 1.

The theorem `suzuki_coefficient` contains the equivalence for every real `p`, the two bounds and the negative middle step. The theorem `suzuki_raises_order_iff` links the equation to the error of the composed step.

That a propagator has a first error of odd order $2k+1$ is a hypothesis. For a concrete Trotter formula, this expansion is not proved here, and each application of the theorem along the recursion assumes it for the current step; time symmetry, $S(t)S(-t)=1$, is the usual reason why the order is odd. The five-step composition inherits this symmetry, so for a symmetric Trotter formula the cancellation in fact leaves an error $O(t^{2k+3})$, which takes $t^3$ to $t^5$; the theorem here proves only $O(t^{2k+2})$. For Trotter simulation of electronic structure in a finite basis, the result fixes the coefficient through the small-$t$ order alone, and it gives no error constant or gate count.

```lean
import Mathlib

open Asymptotics Filter Topology

namespace SuzukiRecursion

noncomputable section

/-- The real root `4^(1/(2k+1))` that enters Suzuki's coefficient. -/
def suzukiRoot (k : ℕ) : ℝ := (4 : ℝ) ^ (1 / (2 * (k : ℝ) + 1))

/-- Suzuki's coefficient `p = 1/(4 - 4^(1/(2k+1)))`, for `k ≥ 1`. -/
def suzukiP (k : ℕ) : ℝ := 1 / (4 - suzukiRoot k)

/-- The `(2k+1)`-th power of `4^(1/(2k+1))` is four. -/
theorem suzukiRoot_pow (k : ℕ) : suzukiRoot k ^ (2 * k + 1) = 4 := by
  have h : 2 * (k : ℝ) + 1 ≠ 0 := by positivity
  have h1 : 1 / (2 * (k : ℝ) + 1) * ((2 * k + 1 : ℕ) : ℝ) = 1 := by
    push_cast
    exact one_div_mul_cancel h
  rw [suzukiRoot, ← Real.rpow_natCast, ← Real.rpow_mul (by norm_num), h1, Real.rpow_one]

/-- For `k ≥ 1` the root `4^(1/(2k+1))` lies strictly between one and two. -/
theorem suzukiRoot_bounds {k : ℕ} (hk : 1 ≤ k) : 1 < suzukiRoot k ∧ suzukiRoot k < 2 := by
  have h0 : 0 ≤ suzukiRoot k := Real.rpow_nonneg (by norm_num) _
  have h4 := suzukiRoot_pow k
  constructor
  · by_contra h
    have h1 := pow_le_one₀ (n := 2 * k + 1) h0 (not_lt.mp h)
    linarith
  · by_contra h
    have h1 := pow_le_pow_left₀ (by norm_num : (0 : ℝ) ≤ 2) (not_lt.mp h) (2 * k + 1)
    have h2 : (2 : ℝ) ^ 3 ≤ 2 ^ (2 * k + 1) := pow_le_pow_right₀ (by norm_num) (by omega)
    norm_num at h2
    linarith

/-- For `k ≥ 1`, Suzuki's coefficient is the unique real solution of
`4p^(2k+1) + (1-4p)^(2k+1) = 0`. It lies strictly between 1/3 and 1/2, and the middle
step `1-4p` is negative. -/
theorem suzuki_coefficient {k : ℕ} (hk : 1 ≤ k) :
    (∀ p : ℝ, 4 * p ^ (2 * k + 1) + (1 - 4 * p) ^ (2 * k + 1) = 0 ↔ p = suzukiP k) ∧
      1 / 3 < suzukiP k ∧ suzukiP k < 1 / 2 ∧ 1 - 4 * suzukiP k < 0 := by
  obtain ⟨h1, h2⟩ := suzukiRoot_bounds hk
  have hne : 4 - suzukiRoot k ≠ 0 := by linarith
  have hlow : 1 / 3 < suzukiP k := by
    rw [suzukiP, div_lt_div_iff₀ (by norm_num) (by linarith)]
    linarith
  have hupp : suzukiP k < 1 / 2 := by
    rw [suzukiP, div_lt_div_iff₀ (by linarith) (by norm_num)]
    linarith
  refine ⟨fun p => ?_, hlow, hupp, by linarith⟩
  have hodd : Odd (2 * k + 1) := ⟨k, rfl⟩
  -- the condition compares two odd powers
  have key : 4 * p ^ (2 * k + 1) + (1 - 4 * p) ^ (2 * k + 1)
      = (suzukiRoot k * p) ^ (2 * k + 1) - (4 * p - 1) ^ (2 * k + 1) := by
    rw [mul_pow, suzukiRoot_pow, show 1 - 4 * p = -(4 * p - 1) by ring, hodd.neg_pow]
    ring
  rw [key, sub_eq_zero]
  constructor
  · intro h
    have h' : suzukiRoot k * p = 4 * p - 1 := hodd.strictMono_pow.injective h
    rw [suzukiP, eq_div_iff hne]
    linear_combination -h'
  · intro h
    have h3 : p * (4 - suzukiRoot k) = 1 := by
      rw [h, suzukiP]
      exact one_div_mul_cancel hne
    have h' : suzukiRoot k * p = 4 * p - 1 := by linear_combination -h3
    rw [h']

variable {A : Type*} [NormedRing A] [NormedAlgebra ℝ A]

/-- The exact evolution `exp(tH)` with generator `H`. -/
def evolution (H : A) (t : ℝ) : A := NormedSpace.exp (t • H)

/-- `F(t)` agrees with the exact evolution over the time `a t` up to the leading error
`c t^n R` and a remainder of order `t^(n+1)` as `t → 0`. -/
def HasLeadingError (H R : A) (n : ℕ) (a c : ℝ) (F : ℝ → A) : Prop :=
  (fun t => F t - evolution H (a * t) - (c * t ^ n) • R) =O[𝓝 0] fun t : ℝ => t ^ (n + 1)

/-- Suzuki's composition `S(pt)² S((1-4p)t) S(pt)²` of an integrator `S`. -/
def suzukiStep (S : ℝ → A) (p t : ℝ) : A :=
  S (p * t) * S (p * t) * S ((1 - 4 * p) * t) * S (p * t) * S (p * t)

/-- Running an integrator with leading error `t^n R` for the time `a t` multiplies this
error by `a^n`. -/
theorem leadingError_scale {H R : A} {n : ℕ} {S : ℝ → A}
    (h : HasLeadingError H R n 1 1 S) (a : ℝ) :
    HasLeadingError H R n a (a ^ n) (fun t => S (a * t)) := by
  unfold HasLeadingError at h ⊢
  have ht : Tendsto (fun t : ℝ => a * t) (𝓝 0) (𝓝 0) :=
    (continuous_const.mul continuous_id).tendsto' 0 0 (by simp)
  have h2 : (fun t : ℝ => (a * t) ^ (n + 1)) =O[𝓝 0] fun t : ℝ => t ^ (n + 1) :=
    ((isBigO_refl (fun t : ℝ => t ^ (n + 1)) (𝓝 0)).const_mul_left (a ^ (n + 1))).congr_left
      fun t => (mul_pow a t (n + 1)).symm
  exact ((h.comp_tendsto ht).trans h2).congr_left fun t => by
    simp only [Function.comp_apply, one_mul, mul_pow]

variable [CompleteSpace A]

/-- Leading errors of order `n ≥ 1` add when two integrators are composed. -/
theorem leadingError_mul {H R : A} {n : ℕ} (hn : 1 ≤ n) {a b α β : ℝ} {F G : ℝ → A}
    (hF : HasLeadingError H R n a α F) (hG : HasLeadingError H R n b β G) :
    HasLeadingError H R n (a + b) (α + β) (fun t => F t * G t) := by
  let : NormedAlgebra ℚ A := NormedAlgebra.restrictScalars ℚ ℝ A
  unfold HasLeadingError at hF hG ⊢
  have hadd : ∀ t : ℝ, evolution H ((a + b) * t)
      = evolution H (a * t) * evolution H (b * t) := fun t => by
    unfold evolution
    rw [add_mul, add_smul, NormedSpace.exp_add_of_commute
      (((Commute.refl H).smul_left _).smul_right _)]
  -- the evolution differs from the identity by order t
  have hE : ∀ s : ℝ, (fun t : ℝ => evolution H (s * t) - 1) =O[𝓝 0] fun t : ℝ => t := by
    intro s
    have h := (hasDerivAt_exp_smul_const (s • H) (0 : ℝ)).isBigO_sub
    simp only [zero_smul, NormedSpace.exp_zero, sub_zero] at h
    exact h.congr_left fun t => by rw [evolution, smul_smul, mul_comm]
  have hpow : ∀ m : ℕ, 1 ≤ m → (fun t : ℝ => t ^ m) =O[𝓝 0] fun t : ℝ => t := by
    intro m hm
    obtain ⟨j, rfl⟩ := Nat.exists_eq_add_of_le' hm
    have c := ((continuous_pow (M := ℝ) j).tendsto 0).isBigO_one ℝ
    exact (c.mul (isBigO_refl (fun t : ℝ => t) (𝓝 0))).congr
      (fun t => (pow_succ t j).symm) (fun t => one_mul t)
  have hid : (fun t : ℝ => t) =O[𝓝 0] fun _ : ℝ => (1 : ℝ) :=
    (continuous_id.tendsto (0 : ℝ)).isBigO_one ℝ
  have hc : ∀ X : A, (fun _ : ℝ => X) =O[𝓝 0] fun _ : ℝ => (1 : ℝ) :=
    fun X => isBigO_const_const X one_ne_zero _
  have hs : ∀ (c : ℝ) (X : ℝ → A) (g : ℝ → ℝ), X =O[𝓝 0] g →
      (fun t => (c * t ^ n) • X t) =O[𝓝 0] fun t => t ^ n * g t := fun c X g h =>
    ((isBigO_refl (fun t : ℝ => t ^ n) (𝓝 0)).const_mul_left c).smul h
  have hR := ((hs β (fun _ => R) _ (hc R)).congr_right fun t => mul_one _).trans (hpow n hn)
  have hG1 : (fun t => G t - 1) =O[𝓝 0] fun t : ℝ => t :=
    (((hG.trans (hpow (n + 1) (by omega))).add hR).add (hE b)).congr_left fun t => by abel
  have hG0 : G =O[𝓝 0] fun _ : ℝ => (1 : ℝ) :=
    ((hG1.trans hid).add (hc 1)).congr_left fun t => sub_add_cancel _ _
  have hE0 : (fun t => evolution H (a * t)) =O[𝓝 0] fun _ : ℝ => (1 : ℝ) :=
    (((hE a).trans hid).add (hc 1)).congr_left fun t => sub_add_cancel _ _
  -- four contributions, each of order t^(n+1)
  have T1 := (hF.mul hG0).congr_right fun t => mul_one _
  have T2 := (hE0.mul hG).congr_right fun t => one_mul _
  have T3 := (hs α _ _ (hG1.const_mul_left R)).congr_right fun t => (pow_succ t n).symm
  have T4 := (hs β _ _ (((hE a).mul (hc R)).congr_right fun t => mul_one _)).congr_right
    fun t => (pow_succ t n).symm
  refine (((T1.add T2).add T3).add T4).congr_left fun t => ?_
  rw [hadd]
  simp only [sub_mul, mul_sub, smul_sub, smul_mul_assoc, mul_smul_comm, add_mul, add_smul,
    mul_one, one_mul]
  abel

/-- If `S` has leading error `t^n R` with `n ≥ 1`, Suzuki's composition has leading error
`(4p^n + (1-4p)^n) t^n R`. -/
theorem leadingError_suzukiStep {H R : A} {n : ℕ} (hn : 1 ≤ n) {S : ℝ → A}
    (h : HasLeadingError H R n 1 1 S) (p : ℝ) :
    HasLeadingError H R n 1 (4 * p ^ n + (1 - 4 * p) ^ n) (suzukiStep S p) := by
  have hp := leadingError_scale h p
  have hm := leadingError_scale h (1 - 4 * p)
  have h5 := leadingError_mul hn (leadingError_mul hn (leadingError_mul hn
    (leadingError_mul hn hp hp) hm) hp) hp
  rw [show p + p + (1 - 4 * p) + p + p = 1 by ring,
    show p ^ n + p ^ n + (1 - 4 * p) ^ n + p ^ n + p ^ n
      = 4 * p ^ n + (1 - 4 * p) ^ n by ring] at h5
  exact h5

/-- Let `k ≥ 1` and let `S` have the nonzero leading error `t^(2k+1) R`. Suzuki's composition
has an error of order `t^(2k+2)` exactly when `p` is Suzuki's coefficient. -/
theorem suzuki_raises_order_iff {k : ℕ} (hk : 1 ≤ k) {H R : A} (hR : R ≠ 0) {S : ℝ → A}
    (hS : HasLeadingError H R (2 * k + 1) 1 1 S) (p : ℝ) :
    ((fun t => suzukiStep S p t - evolution H t) =O[𝓝 0] fun t : ℝ => t ^ (2 * k + 2)) ↔
      p = suzukiP k := by
  rw [← (suzuki_coefficient hk).1 p]
  have h := leadingError_suzukiStep (by omega) hS p
  unfold HasLeadingError at h
  simp only [one_mul] at h
  generalize 4 * p ^ (2 * k + 1) + (1 - 4 * p) ^ (2 * k + 1) = c at h ⊢
  constructor
  · intro h2
    by_contra hc
    have h3 := (h2.sub h).congr_left fun t => sub_sub_cancel _ _
    -- a nonzero term of order 2k+1 cannot be of order 2k+2
    have h4 := h3.trans_isLittleO
      (isLittleO_pow_pow (𝕜 := ℝ) (show 2 * k + 1 < 2 * k + 2 by omega))
    have hpos : 0 < ‖c‖ * ‖R‖ := mul_pos (norm_pos_iff.mpr hc) (norm_pos_iff.mpr hR)
    have h5 := h4.def (half_pos hpos)
    obtain ⟨t, ht, ht0⟩ :=
      ((h5.filter_mono (nhdsWithin_le_nhds (s := {(0 : ℝ)}ᶜ))).and self_mem_nhdsWithin).exists
    have hy : 0 < ‖t ^ (2 * k + 1)‖ := norm_pos_iff.mpr (pow_ne_zero _ ht0)
    rw [norm_smul, norm_mul] at ht
    nlinarith [mul_pos hpos hy]
  · intro hc
    rw [hc] at h
    simpa only [zero_mul, zero_smul, sub_zero] using h

/-- The Taylor integrator `1 + t + t²/2` for the scalar evolution `exp(t)` has leading
error `-t³/6`. -/
theorem leadingError_witness :
    HasLeadingError (1 : ℝ) (-1 / 6) 3 1 1 (fun t => 1 + t + t ^ 2 / 2) := by
  unfold HasLeadingError evolution
  refine (Real.exp_sub_sum_range_isBigO_pow 4).neg_left.congr_left fun t => ?_
  rw [← Real.exp_eq_exp_ℝ]
  simp only [Finset.sum_range_succ, Finset.sum_range_zero, Nat.factorial, smul_eq_mul,
    one_mul, mul_one]
  push_cast
  ring

end

end SuzukiRecursion
```

```lean
#print axioms SuzukiRecursion.leadingError_suzukiStep
-- 'SuzukiRecursion.leadingError_suzukiStep' depends on axioms: [propext, Classical.choice, Quot.sound]
#print axioms SuzukiRecursion.suzuki_raises_order_iff
-- 'SuzukiRecursion.suzuki_raises_order_iff' depends on axioms: [propext, Classical.choice, Quot.sound]
```

## From the root to the coefficient

`suzukiRoot_pow` proves $r^{2k+1}=4$ from the rule for powers of powers. `suzukiRoot_bounds` argues by contradiction: $r\le1$ would give $r^{2k+1}\le1$, and $r\ge2$ would give $r^{2k+1}\ge8$.

In `suzuki_coefficient`, the bounds on $p$ come from clearing denominators. The equation `key` rewrites the cancellation condition as a difference of two odd powers, and `hodd.strictMono_pow.injective` removes the powers. The two `linear_combination` steps pass between $rp=4p-1$ and $p(4-r)=1$, one for each direction.

## From one step to five

`leadingError_scale` substitutes $at$ for $t$ in the error estimate. `leadingError_mul` carries out the product calculation. Its fact `hE` obtains $e^{stH}-1=O(t)$ from the derivative of the exponential at zero, while `hG1` and `hG0` give $G-1=O(t)$ and the boundedness of $G$. The estimates `T1` to `T4` are the four terms of the decomposition above, in the same order. The final `simp only` and `abel` expand the products and confirm the identity without commuting $R$ with anything.

`leadingError_suzukiStep` applies the product lemma four times. Two `ring` identities then collect the durations into 1 and the coefficients into $4p^n+(1-4p)^n$.

## Why no other coefficient works

`suzuki_raises_order_iff` first replaces the condition on $p$ by $c=0$, using `suzuki_coefficient`. If $c=0$, the leading term disappears from the estimate and the claim is immediate.

For the other direction, suppose $c\ne0$. Subtracting the two error estimates shows that $c\,t^{2k+1}R$ is $O(t^{2k+2})$, hence negligible compared with $t^{2k+1}$. So at some $t\neq0$ its norm is at most half of $\|c\|\|R\||t|^{2k+1}$, although it equals this quantity. `nlinarith` closes the contradiction. Only this direction uses $R\ne0$.

`leadingError_witness` supplies a scalar example of the hypothesis: $1+t+t^2/2$ approximates $e^t$ with leading error $-t^3/6$. Here $k=1$ and $R=-1/6$, so the composition of this Taylor step has an error of order $t^4$ exactly for the value $p\approx0.4145$ computed above.
